# Truncated inclusion–exclusion bounds the energy from below and above in turn when every energy term is nonpositive and lies in a fragment

Adding up the energies of overlapping fragments counts shared interactions more than once. Subtracting the pair overlaps can then remove too much. An attraction of $-1$ (in any energy unit) shared by three fragments enters as $-3$ after the fragment sum, as $0$ after the pair overlaps are subtracted, and as $-1$ only after the triple overlap is added back. A code that stops early returns an energy without saying on which side of the exact value it lies, or how far away.

## Lower bounds for odd order, upper bounds for even order

Let $F_j$ be finitely many finite sets of atoms with union $U$. A cluster $T$ is any finite set of atoms (no relation to coupled-cluster theory), and it carries an energy term $f(T)$. An atom set $S$ has the energy

$$E(S)=\sum_{T\subseteq S} f(T).$$

For a set $J$ of fragment indices, let $O_J$ be the atoms of $U$ that lie in every $F_j$ with $j\in J$. The $r$-th layer and the energy truncated after $k$-fold overlaps are

$$L_r=\sum_{|J|=r}E(O_J),\qquad E_k=\sum_{r=0}^{k-1}(-1)^r L_{r+1}.$$

Assume that $f(T)\le 0$ for all $T\subseteq U$, and that each $T\subseteq U$ with $f(T)\ne0$ lies inside some fragment. Then

$$E_k\le E(U)\ \text{ for odd } k,\qquad E_k\ge E(U)\ \text{ for even } k,\qquad |E(U)-E_k|\le |L_{k+1}|.$$

The first two bounds are strict if some cluster with $f(T)<0$ lies in more than $k$ fragments.

## Stopping a fragment code at a finite overlap order

With $N$ fragments there are $\binom{N}{r}$ overlaps of order $r$, so fragment codes have reason to stop early. In electronic structure, the bounds apply to fragment energies built from one common set of nonpositive terms, none of which reaches beyond every fragment. Under those conditions two consecutive truncations enclose the exact energy, and the newest layer bounds the error of the truncation before it.

Empty overlaps need care: they have energy $f(\emptyset)$, so skipping them can change $E_k$ and spoil the bounds unless this constant is zero.

## Counting each cluster by its host fragments

Call a fragment that contains all of $T$ a host of $T$, and let $m_T$ be the number of hosts. A cluster $T\subseteq U$ lies in $O_J$ exactly when every index in $J$ belongs to a host of $T$. Among the index sets of size $r$ there are $\binom{m_T}{r}$ such choices, so

$$L_r=\sum_{T\subseteq U}\binom{m_T}{r}f(T).$$

The truncated energy therefore counts a cluster with $m+1$ hosts with the weight

$$\sum_{r=0}^{k-1}(-1)^r\binom{m+1}{r+1}=1-(-1)^k\binom{m}{k}.$$

This follows by induction on $k$. At $k=0$ both sides vanish. In the step from $k$ to $k+1$, Pascal's rule splits the new binomial coefficient:

$$1-(-1)^k\binom{m}{k}+(-1)^k\left[\binom{m}{k}+\binom{m}{k+1}\right]=1-(-1)^{k+1}\binom{m}{k+1}.$$

Each nonzero term has at least one host, so we may put $m=m_T-1$. Subtracting $E(U)$, where each term has weight one, gives

$$E_k-E(U)=-(-1)^k\sum_{\substack{T\subseteq U\\ f(T)\neq0}}\binom{m_T-1}{k}f(T).$$

The sum is nonpositive, so the error is nonpositive for odd $k$ and nonnegative for even $k$. If a negative term has $m_T>k$, its coefficient is positive and the inequality is strict.

For the error estimate, note that $E_{k+1}=E_k+(-1)^kL_{k+1}$. Since $k$ and $k+1$ have opposite parity, $E(U)$ lies between $E_k$ and $E_{k+1}$. Its distance from $E_k$ is thus at most $|L_{k+1}|$.

## Lean source for the bounds and the error estimate

```lean
import Mathlib

open Finset

namespace OverlappingFragmentBounds

noncomputable section

variable {α ι : Type*} [DecidableEq α] [Fintype ι]

/-- The energy of an atom set `S`: the sum of the terms `f T` over all clusters `T` inside `S`. -/
def energy (f : Finset α → ℝ) (S : Finset α) : ℝ := ∑ T ∈ S.powerset, f T

/-- The whole system: the union of all fragments. -/
def system (F : ι → Finset α) : Finset α := univ.biUnion F

/-- The atoms of the system that are common to all fragments with index in `J`. -/
def overlap (F : ι → Finset α) (J : Finset ι) : Finset α :=
  (system F).filter (fun a => ∀ j ∈ J, a ∈ F j)

/-- The fragments that contain the whole cluster `T`. -/
def hosts (F : ι → Finset α) (T : Finset α) : Finset ι :=
  univ.filter (fun j => T ⊆ F j)

/-- The summed energies of all `r`-fold overlaps of fragments. -/
def layer (f : Finset α → ℝ) (F : ι → Finset α) (r : ℕ) : ℝ :=
  ∑ J ∈ (univ : Finset ι).powersetCard r, energy f (overlap F J)

/-- The inclusion-exclusion energy truncated after `k`-fold overlaps: fragments minus
pair overlaps plus triple overlaps, and so on. -/
def truncated (f : Finset α → ℝ) (F : ι → Finset α) (k : ℕ) : ℝ :=
  ∑ r ∈ range k, (-1 : ℝ) ^ r * layer f F (r + 1)

/-- A cluster lies in the overlap of the fragments `J` exactly when it lies in the system and
every fragment in `J` contains it. -/
theorem subset_overlap_iff (F : ι → Finset α) (J : Finset ι) (T : Finset α) :
    T ⊆ overlap F J ↔ T ⊆ system F ∧ J ⊆ hosts F T := by
  constructor
  · intro h
    refine ⟨fun a ha => (Finset.mem_filter.mp (h ha)).1, fun j hj => ?_⟩
    exact Finset.mem_filter.mpr
      ⟨Finset.mem_univ j, fun a ha => (Finset.mem_filter.mp (h ha)).2 j hj⟩
  · rintro ⟨hU, hJ⟩ a ha
    exact Finset.mem_filter.mpr
      ⟨hU ha, fun j hj => (Finset.mem_filter.mp (hJ hj)).2 ha⟩

/-- The `r`-fold overlaps count the term of a cluster `T` in the system once for every choice of `r`
fragments among those that contain `T`. -/
theorem layer_eq (f : Finset α → ℝ) (F : ι → Finset α) (r : ℕ) :
    layer f F r =
      ∑ T ∈ (system F).powerset, ((hosts F T).card.choose r : ℝ) * f T := by
  classical
  have h1 : ∀ J : Finset ι, energy f (overlap F J) =
      ∑ T ∈ (system F).powerset, if J ⊆ hosts F T then f T else 0 := by
    intro J
    rw [← Finset.sum_filter]
    unfold energy
    refine Finset.sum_congr ?_ (fun _ _ => rfl)
    ext T
    simp only [Finset.mem_filter, Finset.mem_powerset, subset_overlap_iff]
  unfold layer
  -- exchange the sums over fragment choices and over clusters, then count the choices
  rw [Finset.sum_congr rfl (fun J _ => h1 J), Finset.sum_comm]
  refine Finset.sum_congr rfl (fun T _ => ?_)
  have h2 : ((univ : Finset ι).powersetCard r).filter (fun J => J ⊆ hosts F T) =
      (hosts F T).powersetCard r := by
    ext J
    simp only [Finset.mem_filter, Finset.mem_powersetCard]
    constructor
    · rintro ⟨⟨_, h⟩, h'⟩
      exact ⟨h', h⟩
    · rintro ⟨h', h⟩
      exact ⟨⟨Finset.subset_univ J, h⟩, h'⟩
  rw [← Finset.sum_filter, Finset.sum_const, nsmul_eq_mul, h2, Finset.card_powersetCard]

/-- The alternating sum of the binomial coefficients `C(m + 1, r + 1)` over `r < k`, starting with a
plus sign, equals `1 - (-1)^k * C(m, k)`. -/
theorem alternating_count (m k : ℕ) :
    ∑ r ∈ range k, (-1 : ℝ) ^ r * ((m + 1).choose (r + 1) : ℝ) =
      1 - (-1) ^ k * (m.choose k : ℝ) := by
  induction k with
  | zero => simp
  | succ k ih =>
    rw [Finset.sum_range_succ, ih, Nat.choose_succ_succ' m k]
    push_cast
    ring

/-- If every nonzero term of the system lies in some fragment, the truncated energy minus the exact
energy is `-(-1)^k` times the sum of all terms of the system, each weighted by `C(h - 1, k)`, where
`h` is the number of fragments that contain its cluster. -/
theorem truncation_error (f : Finset α → ℝ) (F : ι → Finset α)
    (hcov : ∀ T ⊆ system F, f T ≠ 0 → ∃ j, T ⊆ F j) (k : ℕ) :
    truncated f F k - energy f (system F) =
      -((-1) ^ k * ∑ T ∈ (system F).powerset,
        (((hosts F T).card - 1).choose k : ℝ) * f T) := by
  have h : truncated f F k = ∑ T ∈ (system F).powerset,
      (∑ r ∈ range k, (-1 : ℝ) ^ r * ((hosts F T).card.choose (r + 1) : ℝ)) * f T := by
    unfold truncated
    simp only [layer_eq, Finset.mul_sum, Finset.sum_mul]
    rw [Finset.sum_comm]
    exact Finset.sum_congr rfl fun _ _ => Finset.sum_congr rfl fun _ _ => by ring
  rw [h, energy, ← Finset.sum_sub_distrib, Finset.mul_sum, ← Finset.sum_neg_distrib]
  refine Finset.sum_congr rfl (fun T hT => ?_)
  by_cases hf : f T = 0
  · simp [hf]
  -- a nonzero term has at least one host, so the counting lemma applies
  obtain ⟨j, hj⟩ := hcov T (Finset.mem_powerset.mp hT) hf
  have hpos : 0 < (hosts F T).card :=
    Finset.card_pos.mpr ⟨j, Finset.mem_filter.mpr ⟨Finset.mem_univ j, hj⟩⟩
  obtain ⟨m, hm⟩ : ∃ m, (hosts F T).card = m + 1 := ⟨(hosts F T).card - 1, by omega⟩
  rw [hm, alternating_count, Nat.add_sub_cancel]
  ring

/-- If all terms of the system are nonpositive and every nonzero one lies in some fragment, then
truncation after `k`-fold overlaps gives at most the exact energy for odd `k` and at least the
exact energy for even `k`. -/
theorem truncation_bounds (f : Finset α → ℝ) (F : ι → Finset α)
    (hf : ∀ T ⊆ system F, f T ≤ 0)
    (hcov : ∀ T ⊆ system F, f T ≠ 0 → ∃ j, T ⊆ F j) (k : ℕ) :
    (Odd k → truncated f F k ≤ energy f (system F)) ∧
      (Even k → energy f (system F) ≤ truncated f F k) := by
  have h := truncation_error f F hcov k
  have hs : ∑ T ∈ (system F).powerset,
      (((hosts F T).card - 1).choose k : ℝ) * f T ≤ 0 :=
    Finset.sum_nonpos fun T hT =>
      mul_nonpos_iff.mpr (Or.inl ⟨Nat.cast_nonneg _, hf T (Finset.mem_powerset.mp hT)⟩)
  constructor <;> intro hk <;> rw [hk.neg_one_pow] at h <;> linarith

/-- If all terms of the system are nonpositive, every nonzero one lies in some fragment, and some
cluster with a negative term lies in more than `k` fragments, then truncation after `k`-fold
overlaps gives less than the exact energy for odd `k` and more than it for even `k`. -/
theorem truncation_bounds_strict (f : Finset α → ℝ) (F : ι → Finset α)
    (hf : ∀ T ⊆ system F, f T ≤ 0)
    (hcov : ∀ T ⊆ system F, f T ≠ 0 → ∃ j, T ⊆ F j) (k : ℕ)
    (T₀ : Finset α) (hneg : f T₀ < 0) (hmany : k < (hosts F T₀).card) :
    (Odd k → truncated f F k < energy f (system F)) ∧
      (Even k → energy f (system F) < truncated f F k) := by
  have h := truncation_error f F hcov k
  obtain ⟨j, hj⟩ := Finset.card_pos.mp (lt_of_le_of_lt (Nat.zero_le k) hmany)
  have hT₀ : T₀ ⊆ system F := fun a ha =>
    Finset.mem_biUnion.mpr ⟨j, Finset.mem_univ j, (Finset.mem_filter.mp hj).2 ha⟩
  have hs : ∑ T ∈ (system F).powerset,
      (((hosts F T).card - 1).choose k : ℝ) * f T < ∑ T ∈ (system F).powerset, (0 : ℝ) := by
    refine Finset.sum_lt_sum (fun T hT => ?_) ⟨T₀, Finset.mem_powerset.mpr hT₀, ?_⟩
    · exact mul_nonpos_iff.mpr
        (Or.inl ⟨Nat.cast_nonneg _, hf T (Finset.mem_powerset.mp hT)⟩)
    · exact mul_neg_of_pos_of_neg
        (Nat.cast_pos.mpr (Nat.choose_pos (by omega))) hneg
  rw [Finset.sum_const_zero] at hs
  constructor <;> intro hk <;> rw [hk.neg_one_pow] at h <;> linarith

/-- If all terms of the system are nonpositive and every nonzero one lies in some fragment, the
truncation error is at most the magnitude of the first omitted layer of overlaps. -/
theorem error_le_first_omitted_layer (f : Finset α → ℝ) (F : ι → Finset α)
    (hf : ∀ T ⊆ system F, f T ≤ 0)
    (hcov : ∀ T ⊆ system F, f T ≠ 0 → ∃ j, T ⊆ F j) (k : ℕ) :
    |energy f (system F) - truncated f F k| ≤ |layer f F (k + 1)| := by
  have hstep : truncated f F (k + 1) =
      truncated f F k + (-1) ^ k * layer f F (k + 1) := by
    unfold truncated
    rw [Finset.sum_range_succ]
  have h0 := truncation_bounds f F hf hcov k
  have h1 := truncation_bounds f F hf hcov (k + 1)
  have a1 := neg_abs_le (layer f F (k + 1))
  have a2 := neg_le_abs (layer f F (k + 1))
  have a3 := abs_nonneg (layer f F (k + 1))
  -- consecutive truncations enclose the exact energy
  rcases Nat.even_or_odd k with hk | hk
  · have b0 := h0.2 hk
    have b1 := h1.1 hk.add_one
    rw [hk.neg_one_pow] at hstep
    rw [abs_le]
    constructor <;> linarith
  · have b0 := h0.1 hk
    have b1 := h1.2 hk.add_one
    rw [hk.neg_one_pow] at hstep
    rw [abs_le]
    constructor <;> linarith

end

end OverlappingFragmentBounds
```

```lean
#print axioms OverlappingFragmentBounds.truncation_bounds_strict
#print axioms OverlappingFragmentBounds.error_le_first_omitted_layer
```

```
'OverlappingFragmentBounds.truncation_bounds_strict' depends on axioms: [propext, Classical.choice, Quot.sound]
'OverlappingFragmentBounds.error_le_first_omitted_layer' depends on axioms: [propext, Classical.choice, Quot.sound]
```

## Atoms, fragments and conditions as Lean objects

The type `α` labels atoms and the finite type `ι` labels fragments. A family `F : ι → Finset α` may contain nested or repeated fragments. The definitions `system F`, `overlap F J` and `hosts F T` are $U$, $O_J$ and the index set of the hosts of $T$. The functions `energy`, `layer` and `truncated` are $E$, $L_r$ and $E_k$. Because `range k` starts at zero, `truncated f F k` uses layers $1$ to $k$, and it is zero at $k=0$.

The hypothesis `hf` says that no term within the system is repulsive. For one-atom terms and the constant $f(\emptyset)$, this depends on the chosen zero of energy. The hypothesis `hcov` is the coverage condition: it stands for interactions short-ranged enough that every nonzero term fits inside a fragment. Both are assumed, not derived from a Hamiltonian.

`truncation_bounds` states the two parity cases for every natural number `k`. `truncation_bounds_strict` adds a cluster `T₀` with a negative term and more than `k` hosts. `error_le_first_omitted_layer` gives the absolute error estimate. The signed formula behind them is `truncation_error`, which needs coverage but no sign condition. Its sum runs over all clusters in the system; where a cluster has no host, natural-number subtraction makes `(hosts F T).card - 1` zero, and coverage makes the term itself vanish.

## From host counts to inequalities in Lean

`subset_overlap_iff` proves the host criterion for a cluster to lie in an overlap. In `layer_eq`, this criterion turns each overlap energy into a conditional sum over all clusters in the system. `Finset.sum_comm` exchanges the sums over index sets and clusters, and `Finset.card_powersetCard` counts the choices of $r$ hosts.

`alternating_count` is the induction above, with `Nat.choose_succ_succ'` as Pascal's rule. `truncation_error` inserts the layer formula and compares weights cluster by cluster. Zero terms are dealt with first; for the others, `hcov` supplies a host, so the number of hosts can be written as `m + 1`.

In `truncation_bounds`, `Finset.sum_nonpos` fixes the sign of the weighted sum, the parity of `k` fixes the sign in front, and `linarith` combines them. The strict version uses `Finset.sum_lt_sum`, with `T₀` as the strictly negative contribution. The error estimate applies the bounds at `k` and `k + 1` and relates the two truncations through the added layer.

## Capped fragments, repulsive terms and missing pairs

The theorems concern real numbers defined by one function `f`. The step to a production calculation is the assumption that every fragment and overlap energy is a sum of these same terms. Link atoms, embedding charges that differ between fragments, or separately relaxed geometries can break it. Convergence thresholds and rounding also add errors that the bounds do not include.

The sign condition is a strong restriction for molecules, since many-body terms can be positive. The signed error formula still holds in that case, but attractive and repulsive contributions can then compete, and parity alone no longer settles the direction of the error.

Coverage matters even when all terms are attractive. Take two one-atom fragments, $F_1=\{a\}$ and $F_2=\{b\}$ with $a\ne b$, and let the only nonzero term be $f(\{a,b\})=-1$. No fragment contains the pair, so every layer $L_r$ with $r\ge1$ is zero and $E_k=0$ for all $k$, whereas $E(U)=-1$. The lower bound fails for every odd $k$, and the error estimate fails for every $k$: the omitted layer reports zero while the true error is one. A vanishing next layer is therefore no evidence of convergence if a long-range interaction has been left out of all fragments.
